# With an exponential bath memory and no return flow, the Born equation keeps a decaying population positive exactly when the bath rate is at least four times the Markov rate

## Why does my excited-state population go negative?

Take an excited state that decays into a bath, with Markov decay rate c = 1 and bath correlations that die off at rate k = 2. Its population x starts at x(0) = 1, and I use the time-nonlocal Born equation

x'(t) = −ck ∫₀ᵗ exp(−k(t−s)) x(s) ds.

I find x(t) = exp(−t)(cos t + sin t). At t = π that is −exp(−π) ≈ −0.043, which is no population. For very large k the equation goes over to x' = −cx, and the trouble is gone. Did I make a mistake, or does the equation do this? If it does, how fast must the bath be?

## The memory keeps draining an empty state

Your solution is right. For k > 0, the solution is positive at all t ≥ 0 if and only if 4c ≤ k, and your values violate this. Call the memory integral m(t), so that x' = −ckm. In your case m(t) = exp(−t) sin t, which is still positive when x reaches zero at t = 3π/4. The decay is driven by the past population, so it carries on when nothing is left.

**A local system.** Write m(t) = exp(−kt) ∫₀ᵗ exp(ks) x(s) ds and differentiate:

m' = x − km, with m(0) = 0.

Together with x' = −ckm this is a linear system without memory.

**Fast bath, 4c ≤ k.** The numbers

r = (k − √(k² − 4ck))/2 and s = (k + √(k² − 4ck))/2

are real, with s > 0, r + s = k and rs = ck. (In this fast-bath argument s is a rate, not the integration time; the Lean code uses the letter both ways too.) Put v = sx − ckm. Then

v' = −sckm − ck(x − km) = −rsx + rckm = −rv.

So exp(rt)v keeps its initial value s, and v is positive. Next,

(exp(st)x)' = exp(st)(sx − ckm) = exp(st)v > 0.

Hence exp(st)x(t) ≥ 1, and x(t) ≥ exp(−st) > 0.

**Slow bath, 4c > k.** Let ω > 0 with ω² = ck − k²/4, and put X = exp(kt/2)x. Then

X' = exp(kt/2)(kx/2 − ckm),

and in the next derivative the terms in m cancel:

X'' = exp(kt/2)(k²/4 − ck)x = −ω²X.

Therefore G = ωX cos ωt − X' sin ωt is constant, with G(0) = ω. At t = π/ω, half an oscillation period, this reads −ωX = ω, so

x(π/ω) = −exp(−kπ/(2ω)) < 0.

With c = 1 and k = 2 we have ω = 1, and your −exp(−π) comes back.

**Existence and uniqueness.** The local system has a matrix-exponential solution for all real c and k. Its second component is the memory integral of the first, because their difference d obeys d' = −kd with d(0) = 0. For c, k > 0, let Δx and Δm be the differences between two solutions and their memories. Then

((Δx)² + ck(Δm)²)' = −2ck²(Δm)² ≤ 0.

This quantity starts at zero and is never negative, so it stays zero, and Δx = 0.

## What the Lean theorems say

`memory k x t` is the integral m(t). `IsBornSolution c k x` says that x(0) = 1 (`init`) and that the equation holds at every t ≥ 0 (`evol`). The derivative is taken within `Ici 0`, the half-line t ≥ 0, so it is one-sided at t = 0 and ordinary afterwards. Values of x at negative times play no role.

`positive_iff` is the criterion. It assumes k > 0, which stands for bath correlations that decay, and it holds for every real c and every solution. `exists_solution` supplies a solution, and `solution_unique` shows that for c, k > 0 there is only one on t ≥ 0. `slow_bath_value` gives the negative value explicitly.

The model has one population, a single real exponential kernel, and no return flow from other states. The step from here to a real system is the claim that its population obeys this closed equation at all; here this is assumed. The Born approximation gives it, for example, for a two-level system with rotating-wave coupling to an initially empty bath, if the bath correlation is a real decaying exponential in the frame rotating at the transition frequency. For simulations with second-order memory kernels, the result shows in this one-population model that a negative population can come from the equation itself and need not be an integration error.

## From the hand calculation to the proof

`memory_deriv` proves m' = x − km with the fundamental theorem of calculus. It replaces x(s) by x(max(s, 0)) to get an integrand that is continuous on the whole line; for t ≥ 0 this leaves the integral unchanged.

Three small lemmas carry the rest. `weighted_deriv` is the product rule for exp(at)f(t). `initial_le` says that a function with nonnegative derivative stays at or above its initial value. `conserved` applies this to f and −f to show that a function with zero derivative is constant.

`fast_bath_pos` builds r and s, uses `conserved` for exp(rt)v, and then `initial_le` for exp(st)x. The `linear_combination` step in `hv` is where r + s = k and rs = ck enter. `slow_bath_value` differentiates G, written out in x and m, and evaluates it at π/ω. In `exists_solution`, `conserved` is applied to exp(kt)d. `solution_unique` applies `initial_le` to minus the quadratic form.

`positive_iff` takes one direction from `fast_bath_pos`. For the other it supposes k < 4c, sets ω = √(ck − k²/4), and contradicts positivity at t = π/ω.

```lean
import Mathlib

open Set

namespace TimeNonlocalBorn

noncomputable section

/-- The memory integral at time `t`: the past population `x` weighted by the
exponential bath kernel with decay rate `k`. -/
def memory (k : ℝ) (x : ℝ → ℝ) (t : ℝ) : ℝ :=
  ∫ s in (0 : ℝ)..t, Real.exp (-k * (t - s)) * x s

/-- The population `x` starts at one and obeys the time-nonlocal Born equation
`x' = -c k * memory` at all times `t ≥ 0`. -/
structure IsBornSolution (c k : ℝ) (x : ℝ → ℝ) : Prop where
  init : x 0 = 1
  evol : ∀ t, 0 ≤ t → HasDerivWithinAt x (-(c * k) * memory k x t) (Ici 0) t

/-- Product rule for a quantity multiplied by the exponential factor `exp (a t)`. -/
theorem weighted_deriv {f : ℝ → ℝ} {f' t : ℝ} {S : Set ℝ} (a : ℝ)
    (hf : HasDerivWithinAt f f' S t) :
    HasDerivWithinAt (fun u => Real.exp (a * u) * f u)
      (Real.exp (a * t) * (f' + a * f t)) S t := by
  have he : HasDerivAt (fun u : ℝ => Real.exp (a * u))
      (Real.exp (a * t) * (a * 1)) t := ((hasDerivAt_id' t).const_mul a).exp
  exact (he.hasDerivWithinAt.mul hf).congr_deriv (by ring)

/-- A quantity whose rate of change is nonnegative at all times `t ≥ 0` never falls
below its initial value. -/
theorem initial_le {f f' : ℝ → ℝ}
    (hf : ∀ t, 0 ≤ t → HasDerivWithinAt f (f' t) (Ici 0) t)
    (h0 : ∀ t, 0 ≤ t → 0 ≤ f' t) {t : ℝ} (ht : 0 ≤ t) : f 0 ≤ f t := by
  have hd : ∀ u ∈ interior (Ici (0 : ℝ)), HasDerivAt f (f' u) u := by
    intro u hu
    rw [interior_Ici] at hu
    exact (hf u (le_of_lt hu)).hasDerivAt (Ici_mem_nhds hu)
  have hm : MonotoneOn f (Ici 0) := by
    apply monotoneOn_of_deriv_nonneg (convex_Ici 0)
    · exact fun u hu => (hf u hu).continuousWithinAt
    · exact fun u hu => (hd u hu).differentiableAt.differentiableWithinAt
    · intro u hu
      rw [(hd u hu).deriv]
      exact h0 u (interior_subset hu)
  exact hm (mem_Ici.2 le_rfl) (mem_Ici.2 ht) ht

/-- A quantity whose rate of change vanishes at all times `t ≥ 0` keeps its initial value. -/
theorem conserved {f : ℝ → ℝ}
    (hf : ∀ t, 0 ≤ t → HasDerivWithinAt f 0 (Ici 0) t) {t : ℝ} (ht : 0 ≤ t) :
    f t = f 0 := by
  have h1 := initial_le (f' := fun _ => 0) hf (fun _ _ => le_rfl) ht
  have h2 := initial_le (f := fun u => -f u) (f' := fun _ => -0)
    (fun u hu => (hf u hu).neg) (fun _ _ => by simp) ht
  exact le_antisymm (neg_le_neg_iff.1 h2) h1

/-- For a population continuous on `t ≥ 0`, the memory integral `m` obeys the local equation
`m' = x - k m` at all times `t ≥ 0`. -/
theorem memory_deriv (k : ℝ) {x : ℝ → ℝ} (hx : ContinuousOn x (Ici 0))
    (t : ℝ) (ht : 0 ≤ t) :
    HasDerivWithinAt (memory k x) (x t - k * memory k x t) (Ici 0) t := by
  -- freeze the population at negative times to have a continuous integrand
  have hX : Continuous (fun s : ℝ => x (max s 0)) :=
    hx.comp_continuous (continuous_id.max continuous_const) (fun s => le_max_right s 0)
  have hc : Continuous (fun s : ℝ => Real.exp (k * s) * x (max s 0)) :=
    (by fun_prop : Continuous fun s : ℝ => Real.exp (k * s)).mul hX
  have hI := (hc.integral_hasStrictDerivAt 0 t).hasDerivAt
  have heq : ∀ u, 0 ≤ u → memory k x u =
      Real.exp (-k * u) * ∫ s in (0 : ℝ)..u, Real.exp (k * s) * x (max s 0) := by
    intro u hu
    unfold memory
    rw [← intervalIntegral.integral_const_mul]
    apply intervalIntegral.integral_congr
    intro s hs
    rw [uIcc_of_le hu] at hs
    have e : -k * (u - s) = -k * u + k * s := by ring
    change Real.exp (-k * (u - s)) * x s =
      Real.exp (-k * u) * (Real.exp (k * s) * x (max s 0))
    rw [e, Real.exp_add, max_eq_left hs.1]
    ring
  have h := weighted_deriv (-k) (hI.hasDerivWithinAt (s := Ici 0))
  refine (h.congr (fun u hu => heq u hu) (heq t ht)).congr_deriv ?_
  have he : Real.exp (-k * t) * Real.exp (k * t) = 1 := by
    rw [← Real.exp_add]
    simp
  rw [heq t ht, max_eq_left ht]
  linear_combination x t * he

/-- The time-nonlocal Born equation has a solution for all real `c` and `k`. -/
theorem exists_solution (c k : ℝ) : ∃ x, IsBornSolution c k x := by
  -- solve the local system for the pair (population, memory)
  obtain ⟨z, hz0, hz⟩ : ∃ z : ℝ → ℝ × ℝ, z 0 = (1, 0) ∧
      ∀ t, HasDerivAt z (-(c * k) * (z t).2, (z t).1 - k * (z t).2) t := by
    let A : (ℝ × ℝ) →L[ℝ] (ℝ × ℝ) :=
      ((-(c * k)) • ContinuousLinearMap.snd ℝ ℝ ℝ).prod
        (ContinuousLinearMap.fst ℝ ℝ ℝ - k • ContinuousLinearMap.snd ℝ ℝ ℝ)
    refine ⟨fun t => NormedSpace.exp (t • A) (1, 0), by simp [NormedSpace.exp_zero], ?_⟩
    intro t
    exact (ContinuousLinearMap.apply ℝ (ℝ × ℝ) ((1 : ℝ), (0 : ℝ))).hasFDerivAt.comp_hasDerivAt
      t (hasDerivAt_exp_smul_const' A t)
  have hx : ∀ t, HasDerivAt (fun u => (z u).1) (-(c * k) * (z t).2) t := fun t =>
    (ContinuousLinearMap.fst ℝ ℝ ℝ).hasFDerivAt.comp_hasDerivAt t (hz t)
  have hy : ∀ t, HasDerivAt (fun u => (z u).2) ((z t).1 - k * (z t).2) t := fun t =>
    (ContinuousLinearMap.snd ℝ ℝ ℝ).hasFDerivAt.comp_hasDerivAt t (hz t)
  have hm := memory_deriv k (x := fun u => (z u).1)
    (fun t _ => (hx t).continuousAt.continuousWithinAt)
  refine ⟨fun u => (z u).1, by simp [hz0], fun t ht => ?_⟩
  -- the second component is the memory integral
  have hd : ∀ u, 0 ≤ u → HasDerivWithinAt
      (fun u => Real.exp (k * u) * ((z u).2 - memory k (fun v => (z v).1) u))
      0 (Ici 0) u := by
    intro u hu
    have h1 : HasDerivWithinAt (fun u => (z u).2 - memory k (fun v => (z v).1) u)
        (((z u).1 - k * (z u).2) - ((z u).1 - k * memory k (fun v => (z v).1) u))
        (Ici 0) u := (hy u).hasDerivWithinAt.sub (hm u hu)
    exact (weighted_deriv k h1).congr_deriv (by ring)
  have h0 : Real.exp (k * t) * ((z t).2 - memory k (fun v => (z v).1) t) = 0 := by
    rw [conserved hd ht]
    simp [hz0, memory]
  have h2 := (mul_eq_zero.1 h0).resolve_left (Real.exp_ne_zero _)
  rw [← sub_eq_zero.1 h2]
  exact (hx t).hasDerivWithinAt

/-- For `c, k > 0`, two solutions of the Born equation agree at all times `t ≥ 0`. -/
theorem solution_unique {c k : ℝ} (hc : 0 < c) (hk : 0 < k) {x y : ℝ → ℝ}
    (hx : IsBornSolution c k x) (hy : IsBornSolution c k y) {t : ℝ} (ht : 0 ≤ t) :
    x t = y t := by
  have hmx := memory_deriv k (x := x) (fun u hu => (hx.evol u hu).continuousWithinAt)
  have hmy := memory_deriv k (x := y) (fun u hu => (hy.evol u hu).continuousWithinAt)
  -- a quadratic form in the differences can only decrease
  have hE : ∀ u, 0 ≤ u → HasDerivWithinAt
      (fun u => -((x u - y u) * (x u - y u) +
        c * k * ((memory k x u - memory k y u) * (memory k x u - memory k y u))))
      (2 * c * k ^ 2 * (memory k x u - memory k y u) ^ 2) (Ici 0) u := by
    intro u hu
    have hX : HasDerivWithinAt (fun u => x u - y u)
        (-(c * k) * memory k x u - -(c * k) * memory k y u) (Ici 0) u :=
      (hx.evol u hu).sub (hy.evol u hu)
    have hM : HasDerivWithinAt (fun u => memory k x u - memory k y u)
        ((x u - k * memory k x u) - (y u - k * memory k y u)) (Ici 0) u :=
      (hmx u hu).sub (hmy u hu)
    exact (((hX.mul hX).add ((hM.mul hM).const_mul (c * k))).neg).congr_deriv (by ring)
  have h := initial_le hE (fun u _ => by positivity) ht
  have h0 : ∀ w : ℝ → ℝ, memory k w 0 = 0 := fun w => by simp [memory]
  simp only [hx.init, hy.init, h0, sub_self, mul_zero, add_zero, neg_zero] at h
  have hp := mul_nonneg (mul_pos hc hk).le (mul_self_nonneg (memory k x t - memory k y t))
  have hs : (x t - y t) * (x t - y t) = 0 :=
    le_antisymm (by linarith) (mul_self_nonneg _)
  exact sub_eq_zero.1 (mul_self_eq_zero.1 hs)

/-- For a bath with `k > 0` and `4 c ≤ k`, the population is positive at all times `t ≥ 0`. -/
theorem fast_bath_pos {c k : ℝ} (hk : 0 < k) (hck : 4 * c ≤ k) {x : ℝ → ℝ}
    (h : IsBornSolution c k x) {t : ℝ} (ht : 0 ≤ t) : 0 < x t := by
  -- the two real rates `r` and `s`, of which `s` is positive
  obtain ⟨r, s, hs, hsum, hprod⟩ : ∃ r s : ℝ, 0 < s ∧ r + s = k ∧ r * s = c * k := by
    refine ⟨(k - √(k ^ 2 - 4 * c * k)) / 2, (k + √(k ^ 2 - 4 * c * k)) / 2,
      by positivity, by ring, ?_⟩
    have hq := Real.sq_sqrt (show 0 ≤ k ^ 2 - 4 * c * k by
      nlinarith [mul_nonneg hk.le (sub_nonneg.2 hck)])
    linear_combination (-1 / 4) * hq
  have hm := memory_deriv k (x := x) (fun u hu => (h.evol u hu).continuousWithinAt)
  have hv : ∀ u, 0 ≤ u → HasDerivWithinAt
      (fun u => Real.exp (r * u) * (s * x u - c * k * memory k x u)) 0 (Ici 0) u := by
    intro u hu
    have hd : HasDerivWithinAt (fun u => s * x u - c * k * memory k x u)
        (s * (-(c * k) * memory k x u) - c * k * (x u - k * memory k x u)) (Ici 0) u :=
      ((h.evol u hu).const_mul s).sub ((hm u hu).const_mul (c * k))
    refine (weighted_deriv r hd).congr_deriv ?_
    linear_combination Real.exp (r * u) * x u * hprod -
      Real.exp (r * u) * (c * k) * memory k x u * hsum
  have hpos : ∀ u, 0 ≤ u → 0 < s * x u - c * k * memory k x u := by
    intro u hu
    have h1 : Real.exp (r * u) * (s * x u - c * k * memory k x u) = s := by
      rw [conserved hv hu]
      simp [h.init, memory]
    exact (mul_pos_iff_of_pos_left (Real.exp_pos (r * u))).1 (by rw [h1]; exact hs)
  -- hence exp (s t) x(t) grows from its initial value one
  have hw : ∀ u, 0 ≤ u → HasDerivWithinAt (fun u => Real.exp (s * u) * x u)
      (Real.exp (s * u) * (s * x u - c * k * memory k x u)) (Ici 0) u := fun u hu =>
    (weighted_deriv s (h.evol u hu)).congr_deriv (by ring)
  have h2 := initial_le hw (fun u hu => (mul_pos (Real.exp_pos _) (hpos u hu)).le) ht
  simp only [mul_zero, Real.exp_zero, h.init, mul_one] at h2
  exact (mul_pos_iff_of_pos_left (Real.exp_pos (s * t))).1 (by linarith)

/-- If `ω > 0` and `ω² = c k - k² / 4`, the population at time `π / ω` equals
`-exp (-k π / (2 ω))`. -/
theorem slow_bath_value {c k ω : ℝ} (hω : 0 < ω) (hω2 : ω ^ 2 = c * k - k ^ 2 / 4)
    {x : ℝ → ℝ} (h : IsBornSolution c k x) :
    x (Real.pi / ω) = -Real.exp (-(k * Real.pi / (2 * ω))) := by
  have hm := memory_deriv k (x := x) (fun u hu => (h.evol u hu).continuousWithinAt)
  -- a conserved combination of population, memory and phase
  have hG : ∀ u, 0 ≤ u → HasDerivWithinAt
      (fun u => Real.exp (k / 2 * u) * (ω * x u * Real.cos (ω * u) -
        (k / 2 * x u - c * k * memory k x u) * Real.sin (ω * u))) 0 (Ici 0) u := by
    intro u hu
    have hcos : HasDerivAt (fun u : ℝ => Real.cos (ω * u))
        (-Real.sin (ω * u) * (ω * 1)) u := ((hasDerivAt_id' u).const_mul ω).cos
    have hsin : HasDerivAt (fun u : ℝ => Real.sin (ω * u))
        (Real.cos (ω * u) * (ω * 1)) u := ((hasDerivAt_id' u).const_mul ω).sin
    have hq : HasDerivWithinAt (fun u => k / 2 * x u - c * k * memory k x u)
        (k / 2 * (-(c * k) * memory k x u) - c * k * (x u - k * memory k x u)) (Ici 0) u :=
      ((h.evol u hu).const_mul (k / 2)).sub ((hm u hu).const_mul (c * k))
    have hF : HasDerivWithinAt (fun u => ω * x u * Real.cos (ω * u) -
          (k / 2 * x u - c * k * memory k x u) * Real.sin (ω * u))
        ((ω * (-(c * k) * memory k x u) * Real.cos (ω * u) +
          ω * x u * (-Real.sin (ω * u) * (ω * 1))) -
         ((k / 2 * (-(c * k) * memory k x u) - c * k * (x u - k * memory k x u)) *
            Real.sin (ω * u) +
          (k / 2 * x u - c * k * memory k x u) * (Real.cos (ω * u) * (ω * 1))))
        (Ici 0) u :=
      (((h.evol u hu).const_mul ω).mul hcos.hasDerivWithinAt).sub
        (hq.mul hsin.hasDerivWithinAt)
    refine (weighted_deriv (k / 2) hF).congr_deriv ?_
    linear_combination (-(Real.exp (k / 2 * u) * x u * Real.sin (ω * u))) * hω2
  have h1 := conserved hG (t := Real.pi / ω) (by positivity)
  have hπ : ω * (Real.pi / ω) = Real.pi := mul_div_cancel₀ Real.pi hω.ne'
  simp only [hπ, Real.cos_pi, Real.sin_pi, mul_zero, Real.exp_zero, Real.cos_zero,
    Real.sin_zero, h.init, mul_one, one_mul, sub_zero] at h1
  have h2 : Real.exp (k / 2 * (Real.pi / ω)) * x (Real.pi / ω) = -1 := by
    apply mul_left_cancel₀ hω.ne'
    linear_combination -h1
  have hE : Real.exp (k / 2 * (Real.pi / ω)) * Real.exp (-(k / 2 * (Real.pi / ω))) = 1 := by
    rw [← Real.exp_add, add_neg_cancel, Real.exp_zero]
  have ha : -(k * Real.pi / (2 * ω)) = -(k / 2 * (Real.pi / ω)) := by ring
  rw [ha]
  linear_combination Real.exp (-(k / 2 * (Real.pi / ω))) * h2 - x (Real.pi / ω) * hE

/-- For `k > 0`, a solution of the time-nonlocal Born equation is positive at all
times `t ≥ 0` if and only if `4 c ≤ k`. -/
theorem positive_iff {c k : ℝ} (hk : 0 < k) {x : ℝ → ℝ} (h : IsBornSolution c k x) :
    (∀ t, 0 ≤ t → 0 < x t) ↔ 4 * c ≤ k := by
  refine ⟨fun hpos => ?_, fun hck t ht => fast_bath_pos hk hck h ht⟩
  by_contra hn
  have hlt : k < 4 * c := not_le.1 hn
  have hd : 0 < c * k - k ^ 2 / 4 := by nlinarith [mul_pos hk (sub_pos.2 hlt)]
  have hω : 0 < √(c * k - k ^ 2 / 4) := Real.sqrt_pos.2 hd
  -- half an oscillation period later the population is negative
  have h1 := hpos (Real.pi / √(c * k - k ^ 2 / 4)) (by positivity)
  rw [slow_bath_value hω (Real.sq_sqrt hd.le) h] at h1
  linarith [Real.exp_pos (-(k * Real.pi / (2 * √(c * k - k ^ 2 / 4))))]

end

end TimeNonlocalBorn
```

```lean
#print axioms TimeNonlocalBorn.exists_solution
#print axioms TimeNonlocalBorn.solution_unique
#print axioms TimeNonlocalBorn.positive_iff
```

```
'TimeNonlocalBorn.exists_solution' depends on axioms: [propext, Classical.choice, Quot.sound]
'TimeNonlocalBorn.solution_unique' depends on axioms: [propext, Classical.choice, Quot.sound]
'TimeNonlocalBorn.positive_iff' depends on axioms: [propext, Classical.choice, Quot.sound]
```
